# Closed form of the Molien function for the six interatomic distances of an A₄ cluster

When a potential energy surface for four identical atoms is fitted to electronic-structure energies, a common basis consists of polynomials in six pair variables, one per interatomic distance, that do not change when atoms are relabelled. Before fitting, one can check the basis by comparing the number of linearly independent homogeneous polynomials in each degree with the expected number. For this four-atom model the expected numbers are the Taylor coefficients of

$$M(t)=\frac1{24}\sum_{s\in S_4}\frac1{\det(1-tR(s))}=\frac{1+t^3+t^4+t^5+t^6+t^9}{(1-t)(1-t^2)^2(1-t^3)^2(1-t^4)},\qquad |t|<1 .$$

Here $s$ permutes the atoms, $R(s)$ is the $6\times6$ matrix by which it permutes the edges of the tetrahedron, and $t$ is a real variable whose powers mark the polynomial degree. The theorem proved below evaluates the average. Reading its coefficients as numbers of invariants is a separate step, Molien's theorem, which is taken from outside the Lean development.

## Distances move with their atoms

A distance belongs to a pair of atoms, so relabelling the atoms fixes what happens to all six distances. In Lean the atoms are `0` to `3`, an `Edge` is a two-element set of atoms, and `moveEdge s` moves both end points. Column `f` of `R s` has its single 1 in the row of the moved edge. The auxiliary `labelMatrix p` does the same for a map `p` of $n$ labels.

```lean
import Mathlib

open Matrix Equiv Filter Topology

namespace TetrahedronMolien

noncomputable section

/-- An edge of the tetrahedron: a pair of distinct atoms out of four. -/
abbrev Edge := {e : Finset (Fin 4) // e.card = 2}

/-- The edge joining two distinct atoms `i` and `j`. -/
def edge (i j : Fin 4) (h : i ≠ j := by decide) : Edge := ⟨{i, j}, Finset.card_pair h⟩

/-- A permutation of the atoms moves an edge by moving its two end points. -/
def moveEdge (s : Perm (Fin 4)) (e : Edge) : Edge :=
  ⟨e.1.map s.toEmbedding, by rw [Finset.card_map]; exact e.2⟩

/-- The permutation matrix `R(s)` of an atom permutation `s` on the six edges. -/
def R (s : Perm (Fin 4)) : Matrix Edge Edge ℝ :=
  Matrix.of fun e f => if e = moveEdge s f then 1 else 0

/-- The matrix of a map `p` of `n` labels, sending basis vector `j` to basis vector `p j`. -/
def labelMatrix {n : ℕ} (p : Fin n → Fin n) : Matrix (Fin n) (Fin n) ℝ :=
  Matrix.of fun i j => if i = p j then 1 else 0
```

The motion of the end points fixes the edge cycles of each permutation. If the six distances could be permuted freely, there would be only two linearly independent quadratic invariants: the sum of squares and the sum of all products of two different distances. Under atom permutations there are three, because products of edges that share an atom never mix with products of opposite edges. This agrees with $M(t)=1+t+3t^2+\dots$.

## All four atoms are identical

The average runs over all 24 elements of `Perm (Fin 4)`, which means that any atom may be exchanged with any other.

```lean
/-- The Molien function: the average of `1 / det (1 - t R(s))` over all atom permutations,
for `t` at which none of these determinants vanishes. -/
def molien (t : ℝ) : ℝ :=
  (∑ s : Perm (Fin 4), 1 / (1 - t • R s).det) / (Fintype.card (Perm (Fin 4)) : ℝ)
```

For an A₃B cluster only the six permutations of the A atoms are allowed. The A–A distances and the A–B distances then have separate invariant sums, giving two linear invariants, whereas the formula above gives one.

The full group also shortens the work. Since $R(su)=R(s)R(u)$, for any $g\in S_4$

$$1-tR(gsg^{-1})=R(g)\,(1-tR(s))\,R(g)^{-1},$$

and both sides have determinant $\det(1-tR(s))$. One representative per conjugacy class is therefore enough. `R_representation` proves the product rule by moving an edge twice, and `det_conj` carries out the conjugation.

```lean
/-- The edge matrices form a representation of the permutation group of the atoms. -/
theorem R_representation : R 1 = 1 ∧ ∀ s u, R (s * u) = R s * R u := by
  constructor
  · ext e f
    have h : moveEdge 1 f = f := Subtype.ext Finset.map_refl
    simp [R, h, Matrix.one_apply]
  · intro s u
    ext e f
    have he : (s * u).toEmbedding = u.toEmbedding.trans s.toEmbedding :=
      Function.Embedding.ext fun x => Perm.mul_apply s u x
    have h : moveEdge (s * u) f = moveEdge s (moveEdge u f) := by
      apply Subtype.ext
      change f.1.map (s * u).toEmbedding = (f.1.map u.toEmbedding).map s.toEmbedding
      rw [he, Finset.map_map]
    simp [R, h, Matrix.mul_apply]

/-- Conjugate atom permutations have the same determinant `det (1 - t R(s))`. -/
theorem det_conj (g s : Perm (Fin 4)) (t : ℝ) :
    (1 - t • R (g * s * g⁻¹)).det = (1 - t • R s).det := by
  have h : R g * R g⁻¹ = 1 := by
    rw [← R_representation.2, mul_inv_cancel, R_representation.1]
  have hc : 1 - t • R (g * s * g⁻¹) = R g * (1 - t • R s) * R g⁻¹ := by
    rw [R_representation.2, R_representation.2, mul_sub, sub_mul, mul_one, h,
      mul_smul_comm, smul_mul_assoc]
  rw [hc, det_mul, det_mul, mul_right_comm, ← det_mul, h, det_one, one_mul]
```

## The permutation preserves a splitting of the edges

Suppose the edges fall into two sets and $s$ maps each set to itself. Ordered by set, $1-tR(s)$ is block diagonal, and its determinant is the product of the two block determinants. Repeating this down to single cycles leaves factors $\det(1-tC_k)$, where $C_k$ is the matrix of a cycle of length $k$. Its eigenvalues are the $k$-th roots of unity $\omega^j$ with $\omega=e^{2\pi i/k}$, so

$$\det(1-tC_k)=\prod_{j=0}^{k-1}(1-t\omega^j)=1-t^k .$$

In `det_blocks`, `hv` says that the labelling `v` lists every edge exactly once, while `hp` and `hq` say that $s$ acts within the two sets as `p` and `q`. The proof reorders the matrix by `v` and applies the block determinant formula.

```lean
/-- If `v` lists every edge exactly once, split into two sets on which the permutation `s` acts as
the label maps `p` and `q`, then `det (1 - t R(s))` is the product of `det (1 - t P)` and
`det (1 - t Q)`, where `P` and `Q` are the label matrices of `p` and `q`. -/
theorem det_blocks {m n : ℕ} (s : Perm (Fin 4)) (t : ℝ) (v : Fin m ⊕ Fin n → Edge)
    (hv : Function.Bijective v) (p : Fin m → Fin m) (q : Fin n → Fin n)
    (hp : ∀ j, moveEdge s (v (Sum.inl j)) = v (Sum.inl (p j)))
    (hq : ∀ j, moveEdge s (v (Sum.inr j)) = v (Sum.inr (q j))) :
    (1 - t • R s).det = (1 - t • labelMatrix p).det * (1 - t • labelMatrix q).det := by
  rw [← Matrix.det_submatrix_equiv_self (Equiv.ofBijective v hv),
    ← Matrix.det_fromBlocks_zero₂₁ _ 0 _]
  congr 1
  ext i j
  rcases i with i | i <;> rcases j with j | j <;>
    simp [R, labelMatrix, Matrix.one_apply, hp, hq, hv.injective.eq_iff]
```

Without invariance the product rule fails. For two exchanged edges placed in different sets, the diagonal blocks are both 1, with product 1, but the determinant is $1-t^2$.

## The order of the permutation selects the determinant

The order of a permutation is the smallest number of times it must be applied to restore every atom. Writing $ij$ for the edge between atoms $i$ and $j$, the edge cycles are as follows.

- The identity fixes six edges, which gives $(1-t)^6$.
- The swap of 0 and 1 fixes 01 and 23 and exchanges 02 with 12 and 03 with 13. The double swap $(0\,1)(2\,3)$ fixes the same two edges and exchanges 02 with 13 and 03 with 12. Both give $(1-t)^2(1-t^2)^2$.
- The three-cycle $0\to1\to2\to0$ moves $01\to12\to02\to01$ and $03\to13\to23\to03$, which gives $(1-t^3)^2$.
- The four-cycle $0\to1\to2\to3\to0$ moves the sides $01\to12\to23\to03\to01$ and exchanges the diagonals 02 and 13, which gives $(1-t^2)(1-t^4)$.

```lean
/-- The identity permutation has determinant `(1 - t)^6`. -/
theorem det_identity (t : ℝ) : (1 - t • R 1).det = (1 - t) ^ 6 := by
  have h : (1 : Matrix Edge Edge ℝ) - t • 1 = (1 - t) • 1 := by rw [sub_smul, one_smul]
  have hcard : Fintype.card Edge = 6 := by decide +kernel
  rw [R_representation.1, h, det_smul, det_one, mul_one, hcard]

/-- Every atom permutation of order two has determinant `(1 - t)^2 (1 - t^2)^2`. -/
theorem det_order_two (s : Perm (Fin 4)) (t : ℝ) (h1 : s ≠ 1) (h2 : s * s = 1) :
    (1 - t • R s).det = (1 - t) ^ 2 * (1 - t ^ 2) ^ 2 := by
  have d : (1 - t • labelMatrix (![0, 2, 1] : Fin 3 → Fin 3)).det = (1 - t) * (1 - t ^ 2) := by
    simp [labelMatrix, Matrix.det_fin_three]
    ring
  -- one swap of atoms, or two disjoint swaps
  have hs : ∀ s : Perm (Fin 4), s ≠ 1 → s * s = 1 → ∃ g : Perm (Fin 4),
      s = g * swap 0 1 * g⁻¹ ∨ s = g * (swap 0 1 * swap 2 3) * g⁻¹ := by decide +kernel
  obtain ⟨g, rfl | rfl⟩ := hs s h1 h2
  · rw [det_conj, det_blocks (swap 0 1) t
      (Sum.elim ![edge 0 1, edge 0 2, edge 1 2] ![edge 2 3, edge 0 3, edge 1 3])
      (by decide +kernel) ![0, 2, 1] ![0, 2, 1] (by decide +kernel) (by decide +kernel), d]
    ring
  · rw [det_conj, det_blocks (swap 0 1 * swap 2 3) t
      (Sum.elim ![edge 0 1, edge 0 2, edge 1 3] ![edge 2 3, edge 0 3, edge 1 2])
      (by decide +kernel) ![0, 2, 1] ![0, 2, 1] (by decide +kernel) (by decide +kernel), d]
    ring

/-- Every atom permutation of order three has determinant `(1 - t^3)^2`. -/
theorem det_order_three (s : Perm (Fin 4)) (t : ℝ) (h1 : s ≠ 1) (h3 : s * s * s = 1) :
    (1 - t • R s).det = (1 - t ^ 3) ^ 2 := by
  have d : (1 - t • labelMatrix (![1, 2, 0] : Fin 3 → Fin 3)).det = 1 - t ^ 3 := by
    simp [labelMatrix, Matrix.det_fin_three]
    ring
  have hs : ∀ s : Perm (Fin 4), s ≠ 1 → s * s * s = 1 → ∃ g : Perm (Fin 4),
      s = g * (swap 0 1 * swap 1 2) * g⁻¹ := by decide +kernel
  obtain ⟨g, rfl⟩ := hs s h1 h3
  rw [det_conj, det_blocks (swap 0 1 * swap 1 2) t
    (Sum.elim ![edge 0 1, edge 1 2, edge 0 2] ![edge 0 3, edge 1 3, edge 2 3])
    (by decide +kernel) ![1, 2, 0] ![1, 2, 0] (by decide +kernel) (by decide +kernel), d]
  ring

/-- An atom permutation whose square and cube both differ from the identity has
determinant `(1 - t^2) (1 - t^4)`. -/
theorem det_order_four (s : Perm (Fin 4)) (t : ℝ) (h2 : s * s ≠ 1) (h3 : s * s * s ≠ 1) :
    (1 - t • R s).det = (1 - t ^ 2) * (1 - t ^ 4) := by
  have d2 : (1 - t • labelMatrix (![1, 0] : Fin 2 → Fin 2)).det = 1 - t ^ 2 := by
    simp [labelMatrix, Matrix.det_fin_two]
    ring
  have e4 : 1 - t • labelMatrix (![1, 2, 3, 0] : Fin 4 → Fin 4) =
      !![1, 0, 0, -t; -t, 1, 0, 0; 0, -t, 1, 0; 0, 0, -t, 1] := by
    ext i j
    fin_cases i <;> fin_cases j <;> simp [labelMatrix]
  have d4 : (1 - t • labelMatrix (![1, 2, 3, 0] : Fin 4 → Fin 4)).det = 1 - t ^ 4 := by
    rw [e4]
    simp [Matrix.det_succ_row_zero, Fin.sum_univ_succ, Fin.succAbove]
    ring
  have hs : ∀ s : Perm (Fin 4), s * s ≠ 1 → s * s * s ≠ 1 → ∃ g : Perm (Fin 4),
      s = g * (swap 0 1 * swap 1 2 * swap 2 3) * g⁻¹ := by decide +kernel
  obtain ⟨g, rfl⟩ := hs s h2 h3
  -- the four sides of the cycle, then its two diagonals
  rw [det_conj, det_blocks (swap 0 1 * swap 1 2 * swap 2 3) t
    (Sum.elim ![edge 0 1, edge 1 2, edge 2 3, edge 0 3] ![edge 0 2, edge 1 3])
    (by decide +kernel) ![1, 2, 3, 0] ![1, 0] (by decide +kernel) (by decide +kernel), d4, d2]
  ring
```

In the last three lemmas, `decide +kernel` checks over the finite group that every permutation with the stated order conditions is conjugate to a listed representative. `det_conj` and `det_blocks` then reduce the problem to small matrices, whose determinants are expanded directly instead of being found from eigenvalues.

The condition `s ≠ 1` excludes the identity, which also satisfies `s * s = 1`. At $t=1/2$ its determinant is $1/64$, whereas the order-two formula gives $9/64$. In `det_order_four`, `h2` excludes the swaps and `h3` the three-cycles; either condition alone excludes the identity.

There are six single swaps and three double swaps, hence nine permutations of order two, together with one identity, eight three-cycles and six four-cycles. `sum_by_order` splits the sum into these four disjoint parts and counts each by enumeration.

```lean
/-- A sum over the atom permutations that depends only on their order has one term for the
identity, nine for order two, eight for order three and six for the rest. -/
theorem sum_by_order (a b c d : ℝ) :
    (∑ s : Perm (Fin 4), if s = 1 then a else if s * s = 1 then b else
      if s * s * s = 1 then c else d) = a + 9 * b + 8 * c + 6 * d := by
  have h (s : Perm (Fin 4)) : (if s = 1 then a else if s * s = 1 then b else
      if s * s * s = 1 then c else d) = (if s = 1 then a else 0) +
      (if s ≠ 1 ∧ s * s = 1 then b else 0) + (if s ≠ 1 ∧ s * s * s = 1 then c else 0) +
      (if s * s ≠ 1 ∧ s * s * s ≠ 1 then d else 0) := by
    by_cases h1 : s = 1
    · simp [h1]
    · by_cases h2 : s * s = 1
      · simp [h1, h2]
      · by_cases h3 : s * s * s = 1 <;> simp [h1, h2, h3]
  have c1 : (Finset.univ.filter fun s : Perm (Fin 4) => s = 1).card = 1 := by decide +kernel
  have c2 : (Finset.univ.filter fun s : Perm (Fin 4) => s ≠ 1 ∧ s * s = 1).card = 9 := by
    decide +kernel
  have c3 : (Finset.univ.filter fun s : Perm (Fin 4) => s ≠ 1 ∧ s * s * s = 1).card = 8 := by
    decide +kernel
  have c4 : (Finset.univ.filter fun s : Perm (Fin 4) =>
      s * s ≠ 1 ∧ s * s * s ≠ 1).card = 6 := by decide +kernel
  simp only [h, Finset.sum_add_distrib, ← Finset.sum_filter, Finset.sum_const, c1, c2, c3, c4,
    nsmul_eq_mul]
  norm_num
```

## The degree variable satisfies $|t|<1$

The variable $t$ is not a physical quantity. The bound $|t|<1$ is the range in which the inverse determinants expand in convergent power series. The derivation uses it to divide by the determinants. Put

$$a=1-t,\quad b=1+t,\quad c=1+t+t^2,\quad d=1+t^2 .$$

The bound makes $a$ and $b$ positive; $c=((2t+1)^2+3)/4$ and $d$ are positive for every real $t$. All four determinants are products of these factors, so none vanishes, and

$$M=\frac1{24}\left[\frac1{a^6}+\frac9{a^4b^2}+\frac8{a^2c^2}+\frac6{a^2b^2d}\right].$$

The denominator in the closed form is $a^6b^3c^2d$. Over it, the numerator is

$$\frac{b}{24}\left[c^2d\,(b^2+9a^2)+8a^4b^2d+6a^4c^2\right].$$

The three terms in the bracket are

$$\begin{aligned}
c^2d(b^2+9a^2)&=10+4t+18t^2-4t^3+16t^4-4t^5+18t^6+4t^7+10t^8,\\
8a^4b^2d&=8-16t+16t^3-16t^4+16t^5-16t^7+8t^8,\\
6a^4c^2&=6-12t+6t^2-12t^3+24t^4-12t^5+6t^6-12t^7+6t^8 .
\end{aligned}$$

Their sum is $24(1-t+t^2+t^4+t^6-t^7+t^8)$. Multiplication by $b/24$ gives $1+t^3+t^4+t^5+t^6+t^9$.

`molien_tetrahedron` states both results: every determinant is nonzero, and `molien t` equals the closed form. Its hypothesis `ht` enters through `p1` and `q1`, the statements $a\neq0$ and $b\neq0$. The proof replaces each summand by its class value, applies `sum_by_order`, and leaves the common denominator and the expansion to `field_simp` and `ring`.

```lean
/-- For `|t| < 1` no determinant `det (1 - t R(s))` vanishes, and the Molien function of the
six tetrahedron edges has the stated closed form. -/
theorem molien_tetrahedron (t : ℝ) (ht : |t| < 1) :
    (∀ s, (1 - t • R s).det ≠ 0) ∧
    molien t = (1 + t ^ 3 + t ^ 4 + t ^ 5 + t ^ 6 + t ^ 9) /
      ((1 - t) * (1 - t ^ 2) ^ 2 * (1 - t ^ 3) ^ 2 * (1 - t ^ 4)) := by
  obtain ⟨hl, hr⟩ := abs_lt.mp ht
  have p1 : 1 - t ≠ 0 := by linarith
  have q1 : 1 + t ≠ 0 := by linarith
  have q2 : 1 + t + t ^ 2 ≠ 0 := by nlinarith [sq_nonneg (2 * t + 1)]
  have q3 : 1 + t ^ 2 ≠ 0 := by positivity
  have f2 : 1 - t ^ 2 = (1 - t) * (1 + t) := by ring
  have f3 : 1 - t ^ 3 = (1 - t) * (1 + t + t ^ 2) := by ring
  have f4 : 1 - t ^ 4 = (1 - t) * (1 + t) * (1 + t ^ 2) := by ring
  constructor
  · intro s
    by_cases h1 : s = 1
    · rw [h1, det_identity]
      exact pow_ne_zero _ p1
    by_cases h2 : s * s = 1
    · rw [det_order_two s t h1 h2, f2]
      exact mul_ne_zero (pow_ne_zero _ p1) (pow_ne_zero _ (mul_ne_zero p1 q1))
    by_cases h3 : s * s * s = 1
    · rw [det_order_three s t h1 h3, f3]
      exact pow_ne_zero _ (mul_ne_zero p1 q2)
    · rw [det_order_four s t h2 h3, f2, f4]
      exact mul_ne_zero (mul_ne_zero p1 q1) (mul_ne_zero (mul_ne_zero p1 q1) q3)
  · have hs (s : Perm (Fin 4)) : 1 / (1 - t • R s).det =
        if s = 1 then 1 / (1 - t) ^ 6 else
        if s * s = 1 then 1 / ((1 - t) ^ 2 * (1 - t ^ 2) ^ 2) else
        if s * s * s = 1 then 1 / (1 - t ^ 3) ^ 2 else 1 / ((1 - t ^ 2) * (1 - t ^ 4)) := by
      split_ifs with h1 h2 h3
      · rw [h1, det_identity]
      · rw [det_order_two s t h1 h2]
      · rw [det_order_three s t h1 h3]
      · rw [det_order_four s t h2 h3]
    have hc : (Fintype.card (Perm (Fin 4)) : ℝ) = 24 := by
      rw [Fintype.card_perm, Fintype.card_fin]
      norm_num [Nat.factorial]
    -- add the four class contributions over a common denominator
    rw [molien, hc, Finset.sum_congr rfl (fun s _ => hs s), sum_by_order, f2, f3, f4]
    field_simp
    ring

end

end TetrahedronMolien
```

```lean
#print axioms TetrahedronMolien.molien_tetrahedron
```

```
'TetrahedronMolien.molien_tetrahedron' depends on axioms: [propext, Classical.choice, Quot.sound]
```

At $t=1$ every determinant vanishes, because every permutation matrix fixes the vector of ones. At $t=-1$ the identity has determinant 64, but a swap has determinant 0. These examples show that $t\neq\pm1$ is needed. For real $|t|>1$ the factors are still nonzero and the same algebra holds, but the expansion in powers of $t$ that carries the counting no longer converges.
